# A pencil $p+tq$ keeps its distinct real roots when $q$, of lower degree, alternates in sign at the roots of $p$

Two energy levels at $u=-1$ and $u=1$ are the roots of $p(u)=u^2-1$. Suppose that a coupling of strength $t$ changes the level equation to $u^2-1+t=0$. The levels $\pm\sqrt{1-t}$ approach each other, meet at $t=1$ and leave the real axis for $t>1$, where the equation has no real solution and so cannot be the characteristic equation of a Hermitian Hamiltonian. The added polynomial $q=1$ has the same sign at both levels. If $q$ instead has opposite signs at neighbouring levels and lower degree than $p$, no real $t$ can cause such a collision.

Let $p$ be a real polynomial of degree $m+1\ge 2$ with real roots $x_0<x_1<\dots<x_m$. Let $q$ be a real polynomial of degree below $m+1$ with
$$q(x_k)\,q(x_{k+1})<0\qquad(k=0,\dots,m-1).$$
Then for every real $t$ the polynomial $p+tq$ has degree $m+1$ and $m+1$ distinct real roots. For $t\ne0$ these roots $y_0<\dots<y_m$ interlace the old ones: either $x_k<y_k$ for all $k$, with $y_k<x_{k+1}$ for $k<m$, or the same holds with $x$ and $y$ exchanged. The family $p+tq$ is called a pencil.

## One root in each gap and one outside

For $t=0$ the roots are the $x_k$. Let $t\ne0$ and $f=p+tq$. Since $q$ has lower degree than $p$, the leading term of $p$ survives and $f$ has degree $m+1$. At the old roots $f(x_k)=t\,q(x_k)$, so
$$f(x_k)f(x_{k+1})=t^2q(x_k)q(x_{k+1})<0.$$
By the intermediate value theorem there is a root $z_k$ of $f$ with $x_k<z_k<x_{k+1}$, for each $k=0,\dots,m-1$.

These $m$ roots are distinct, so they can be divided out. What remains has degree one and a real root $w$:
$$f(u)=a\,(u-w)\prod_{j=0}^{m-1}(u-z_j),\qquad a\neq0.$$
To locate $w$, multiply the values at two neighbouring old roots:
$$f(x_k)f(x_{k+1})=a^2\,(x_k-w)(x_{k+1}-w)\prod_{j}(x_k-z_j)(x_{k+1}-z_j).$$
In the last product the factor with $j=k$ is negative, because $z_k$ lies between the two points. Every other factor is positive, because $z_j$ lies on the same side of both. The product is therefore negative. The left side is negative too, so
$$(x_k-w)(x_{k+1}-w)>0$$
for every $k<m$. Thus $w$ lies in none of the closed intervals $[x_k,x_{k+1}]$. Together they fill $[x_0,x_m]$, so $w>x_m$ or $w<x_0$.

In the first case the new levels are $(z_0,\dots,z_{m-1},w)$, and each lies above the old level with the same index. In the second they are $(w,z_0,\dots,z_{m-1})$, and each lies below it. Between two neighbouring new levels there is always an old one, so the new levels are distinct.

## Two levels with equal signs

Let $p(u)=(u-a)(u-b)$ with $a\ne b$, where $a$ now denotes a level, and let $q(u)=c+du$ with $q(a)q(b)>0$. Set $S=q(a)+q(b)=d(a+b)+2c$, which is nonzero because the signs agree. The discriminant of $p+tq$ is
$$(td-a-b)^2-4(ab+tc)=t^2d^2-2tS+(a-b)^2.$$
For $t=(a-b)^2/S$ it becomes $t^2d^2-(a-b)^2$. Since $d(a-b)=q(a)-q(b)$, we have $S^2-d^2(a-b)^2=4q(a)q(b)$, and the discriminant equals
$$-\frac{4(a-b)^2q(a)q(b)}{S^2}<0.$$
At this coupling there is no real root. In the opening example it is $t=2$, which gives $u^2+1$.

## Coupling through a single state

In quantum mechanics such a pencil arises for a finite Hamiltonian $\mathrm{diag}(E_0,\dots,E_m)+t\,vv^{\mathsf T}$ with $m\ge1$, levels $E_0<\dots<E_m$ and a real vector $v$ without zero components. Its characteristic polynomial is $p+tq$ with
$$p(u)=\prod_j(u-E_j),\qquad q(u)=-\sum_k v_k^2\prod_{j\ne k}(u-E_j),$$
and $q(E_k)=-v_k^2\prod_{j\neq k}(E_k-E_j)$ alternates in sign with $k$. The reality of the levels is already clear from the symmetry of the matrix; the pencil adds that they stay distinct and, for $t\ne0$, interlace the $E_k$. The formal theorems start from the polynomials, so the passage from the matrix to $p$ and $q$ has to be supplied separately.

## Levels as increasing functions

In Lean 4 with Mathlib:

```lean
import Mathlib

open Polynomial

namespace RealRootedPencil
```

A set of $m+1$ levels is a function `x : Fin (m + 1) → ℝ`, with indices $0,\dots,m$. An index `k : Fin m` labels a gap: `k.castSucc` is its lower end $k$, and `k.succ` is its upper end $k+1$.

```lean
/-- The levels `y` lie above the levels `x`, each one below the next level of `x`:
`x 0 < y 0 < x 1 < y 1 < ...`. -/
def ShiftedUp {m : ℕ} (x y : Fin (m + 1) → ℝ) : Prop :=
  (∀ k, x k < y k) ∧ ∀ k : Fin m, y k.castSucc < x k.succ
```

`ShiftedUp x y` says that each $y_k$ lies above $x_k$ and, except for the last, below $x_{k+1}$. A downward shift needs no second definition, since it is `ShiftedUp y x`.

```lean
/-- Two interlacing sets of levels are each strictly increasing. -/
theorem ShiftedUp.strictMono {m : ℕ} {x y : Fin (m + 1) → ℝ} (h : ShiftedUp x y) :
    StrictMono x ∧ StrictMono y :=
  ⟨Fin.strictMono_iff_lt_succ.mpr fun k => (h.1 k.castSucc).trans (h.2 k),
    Fin.strictMono_iff_lt_succ.mpr fun k => (h.2 k).trans (h.1 k.succ)⟩
```

Both sets are then strictly increasing, by the chains $x_k<y_k<x_{k+1}$ and $y_k<x_{k+1}<y_{k+1}$.

## From alternating signs to interlacing roots

```lean
/-- A real polynomial with opposite signs at `a < b` has a root strictly between them. -/
theorem root_in_gap (f : ℝ[X]) {a b : ℝ} (hab : a < b) (h : f.eval a * f.eval b < 0) :
    ∃ z, a < z ∧ z < b ∧ f.eval z = 0 := by
  have hc : ContinuousOn (fun u => f.eval u) (Set.Icc a b) := f.continuous.continuousOn
  rcases mul_neg_iff.mp h with ⟨ha, hb⟩ | ⟨ha, hb⟩
  · obtain ⟨z, hz, h0⟩ := intermediate_value_Ioo' hab.le hc ⟨hb, ha⟩
    exact ⟨z, hz.1, hz.2, h0⟩
  · obtain ⟨z, hz, h0⟩ := intermediate_value_Ioo hab.le hc ⟨ha, hb⟩
    exact ⟨z, hz.1, hz.2, h0⟩
```

This is the intermediate value theorem for a polynomial. A negative product allows two sign patterns, falling or rising through zero, and each has its own version of the theorem in Mathlib.

```lean
/-- The product of `X - z i` over a finite set has degree equal to the size of the set. -/
theorem natDegree_levels {ι : Type*} (s : Finset ι) (z : ι → ℝ) :
    (∏ i ∈ s, (X - C (z i))).natDegree = s.card := by
  rw [natDegree_prod_of_monic _ _ fun i _ => monic_X_sub_C (z i)]
  simp
```

The degree of a product of linear factors is needed when the known roots are divided out.

```lean
/-- A polynomial of degree `m + 1 ≥ 2` that alternates in sign along `m + 1` increasing points
has `m + 1` real roots interlacing these points. -/
theorem roots_of_alternating {m : ℕ} (hm : 0 < m) {f : ℝ[X]} (hf : f.natDegree = m + 1)
    {x : Fin (m + 1) → ℝ} (hx : StrictMono x)
    (hs : ∀ k : Fin m, f.eval (x k.castSucc) * f.eval (x k.succ) < 0) :
    ∃ y, (ShiftedUp x y ∨ ShiftedUp y x) ∧ ∀ k, f.eval (y k) = 0 := by
  -- one root in each gap
  choose z hz1 hz2 hz0 using fun k : Fin m => root_in_gap f (hx k.castSucc_lt_succ) (hs k)
  have hstep : ∀ j k : Fin m, j < k → x j.succ ≤ x k.castSucc := fun j k h =>
    hx.monotone (Fin.le_def.mpr (Nat.succ_le_of_lt (Fin.lt_def.mp h)))
  have hz : StrictMono z := fun j k h => (hz2 j).trans_le ((hstep j k h).trans (hz1 k).le)
  -- divide these roots out; a linear factor remains
  have hdvd : (∏ j, (X - C (z j))) ∣ f := Finset.prod_dvd_of_coprime
    (fun i _ j _ hij => pairwise_coprime_X_sub_C hz.injective hij)
    (fun j _ => dvd_iff_isRoot.mpr (hz0 j))
  obtain ⟨g, hg⟩ := hdvd
  have hg0 : g ≠ 0 := by
    intro h
    rw [hg, h, mul_zero, natDegree_zero] at hf
    omega
  have hg1 : g.natDegree = 1 := by
    rw [hg, natDegree_mul (monic_prod_of_monic _ _ fun j _ => monic_X_sub_C (z j)).ne_zero hg0,
      natDegree_levels, Finset.card_univ, Fintype.card_fin] at hf
    omega
  have ha : g.coeff 1 ≠ 0 := by
    have h := leadingCoeff_ne_zero.mpr hg0
    rwa [leadingCoeff, hg1] at h
  obtain ⟨w, hw⟩ : ∃ w, g.coeff 1 * w = -g.coeff 0 := ⟨-g.coeff 0 / g.coeff 1, by field_simp⟩
  have hfe : ∀ u, f.eval u = (∏ j, (u - z j)) * (g.coeff 1 * (u - w)) := by
    intro u
    have h := congrArg (eval u) (eq_X_add_C_of_natDegree_le_one hg1.le)
    simp only [eval_add, eval_mul, eval_C, eval_X] at h
    have h' : g.eval u = g.coeff 1 * (u - w) := by linear_combination h + hw
    rw [hg, eval_mul, eval_prod, h']
    simp
  -- the last root `w` lies in no gap
  have hside : ∀ k : Fin m, 0 < (x k.castSucc - w) * (x k.succ - w) := by
    intro k
    have hN : (∏ j, (x k.castSucc - z j)) * (∏ j, (x k.succ - z j)) < 0 := by
      rw [← Finset.prod_mul_distrib, ← Finset.mul_prod_erase _ _ (Finset.mem_univ k)]
      refine mul_neg_of_neg_of_pos
        (mul_neg_of_neg_of_pos (sub_neg.mpr (hz1 k)) (sub_pos.mpr (hz2 k)))
        (Finset.prod_pos fun j hj => ?_)
      have hk := hx k.castSucc_lt_succ
      rcases lt_or_gt_of_ne (Finset.ne_of_mem_erase hj) with h | h
      · have h1 := hstep j k h
        have h2 := hz2 j
        exact mul_pos (by linarith) (by linarith)
      · have h1 := hstep k j h
        have h2 := hz1 j
        exact mul_pos_of_neg_of_neg (by linarith) (by linarith)
    by_contra hcon
    have h1 := mul_nonneg (sq_nonneg (g.coeff 1))
      (mul_nonneg_iff.mpr (Or.inr ⟨hN.le, not_lt.mp hcon⟩))
    have h2 := hs k
    rw [hfe, hfe] at h2
    nlinarith [h1, h2]
  have hw0 : f.eval w = 0 := by rw [hfe]; simp
  -- so `w` lies below all the points or above all of them
  rcases lt_or_ge w (x 0) with h | h
  · refine ⟨Fin.cons w z, Or.inr ⟨fun k => ?_, fun k => ?_⟩, fun k => ?_⟩
    · refine Fin.cases ?_ (fun j => ?_) k
      · simpa using h
      · simpa using hz2 j
    · simpa using hz1 k
    · refine Fin.cases ?_ (fun j => ?_) k
      · simpa using hw0
      · simpa using hz0 j
  · have hall : ∀ k, x k < w := by
      intro k
      induction k using Fin.induction with
      | zero =>
        refine lt_of_le_of_ne h fun h0 => ?_
        have h1 := hside ⟨0, hm⟩
        have h2 : x (Fin.castSucc ⟨0, hm⟩) = w := h0
        rw [h2, sub_self, zero_mul] at h1
        exact lt_irrefl _ h1
      | succ j ih => nlinarith [hside j]
    refine ⟨Fin.snoc (α := fun _ => ℝ) z w, Or.inl ⟨fun k => ?_, fun k => ?_⟩, fun k => ?_⟩
    · refine Fin.lastCases ?_ (fun j => ?_) k
      · simpa using hall (Fin.last m)
      · simpa using hz1 j
    · simpa using hz2 k
    · refine Fin.lastCases ?_ (fun j => ?_) k
      · simpa using hw0
      · simpa using hz0 j
```

This theorem contains the main argument, stated for any $f$ of degree $m+1$ that alternates along increasing points $x_k$; neither $p$ nor $q$ appears. The `choose` line collects the roots $z_k$ of the gaps. `hstep` records that an earlier gap ends no later than a following one begins, which makes the $z_k$ strictly increasing. Distinct linear factors are coprime, so their product divides $f$ (`hdvd`), and counting degrees leaves a factor `g` of degree one (`hg1`). Its leading coefficient `g.coeff 1` is the $a$ of the factorisation by hand, which is `hfe`.

The sign comparison is `hside`. Within it, `hN` isolates the factor $j=k$ and shows that the product over the $z_j$ is negative. If $(x_k-w)(x_{k+1}-w)$ were not positive, $f(x_k)f(x_{k+1})$ would be nonnegative, against the assumption.

The proof then separates $w<x_0$ from $w\ge x_0$. In the first case `Fin.cons` puts $w$ in front of the $z_k$. In the second, an induction carries $x_k<w$ from each level to the next, and `Fin.snoc` appends $w$ at the end. The induction starts by excluding $w=x_0$, which uses the first gap and hence `hm : 0 < m`. With a single point the sign condition is empty, and $f(u)=u-x_0$ has its only root at the point itself, so strict interlacing fails.

## The pencil for every real coupling

```lean
/-- Let `p` have degree `m + 1 ≥ 2` and increasing real roots `x k`, and let `q` of lower degree
have opposite signs at neighbouring roots. For `t ≠ 0` the pencil `p + t q` has `m + 1` real roots
that interlace the `x k`. -/
theorem pencil_interlaces {m : ℕ} (hm : 0 < m) {p q : ℝ[X]} (hp : p.natDegree = m + 1)
    {x : Fin (m + 1) → ℝ} (hx : StrictMono x) (hroot : ∀ k, p.eval (x k) = 0)
    (hq : q.natDegree < m + 1)
    (hs : ∀ k : Fin m, q.eval (x k.castSucc) * q.eval (x k.succ) < 0) {t : ℝ} (ht : t ≠ 0) :
    ∃ y, (ShiftedUp x y ∨ ShiftedUp y x) ∧ ∀ k, (p + C t * q).eval (y k) = 0 := by
  refine roots_of_alternating hm ?_ hx fun k => ?_
  · rw [natDegree_add_eq_left_of_natDegree_lt, hp]
    exact (natDegree_C_mul_le t q).trans_lt (hp ▸ hq)
  · -- at the old roots only `t q` survives
    simp only [eval_add, eval_mul, eval_C, hroot, zero_add]
    have ht2 : 0 < t ^ 2 := by positivity
    calc t * q.eval (x k.castSucc) * (t * q.eval (x k.succ))
        = t ^ 2 * (q.eval (x k.castSucc) * q.eval (x k.succ)) := by ring
      _ < 0 := mul_neg_of_pos_of_neg ht2 (hs k)
```

The hypotheses are those of the claim: `hp` and `hq` fix the degrees, `hx` and `hroot` give the ordered roots of $p$, and `hs` is the sign change of $q$. The polynomial $p$ need not be monic. In `p + C t * q`, the constant polynomial `C t` represents the number $t$. The proof checks the degree, reduces the values at the old roots to $t\,q(x_k)$, takes out the factor $t^2$ and applies the previous theorem.

The conclusion is an alternative: all levels move up or all move down. It doesn't say which sign of $t$ belongs to which direction, and it treats each $t$ separately, without following a level as a continuous function of $t$.

```lean
/-- Let `p` have degree `m + 1 ≥ 2` and increasing real roots `x k`, and let `q` of lower degree
have opposite signs at neighbouring roots. For every real `t` the pencil `p + t q` has degree
`m + 1` and `m + 1` distinct real roots. -/
theorem pencil_real_rooted {m : ℕ} (hm : 0 < m) {p q : ℝ[X]} (hp : p.natDegree = m + 1)
    {x : Fin (m + 1) → ℝ} (hx : StrictMono x) (hroot : ∀ k, p.eval (x k) = 0)
    (hq : q.natDegree < m + 1)
    (hs : ∀ k : Fin m, q.eval (x k.castSucc) * q.eval (x k.succ) < 0) (t : ℝ) :
    (p + C t * q).natDegree = m + 1 ∧
      ∃ y : Fin (m + 1) → ℝ, StrictMono y ∧ ∀ k, (p + C t * q).eval (y k) = 0 := by
  constructor
  · rw [natDegree_add_eq_left_of_natDegree_lt, hp]
    exact (natDegree_C_mul_le t q).trans_lt (hp ▸ hq)
  · by_cases ht : t = 0
    · exact ⟨x, hx, fun k => by simp [ht, hroot]⟩
    · obtain ⟨y, hy, h0⟩ := pencil_interlaces hm hp hx hroot hq hs ht
      exact ⟨y, hy.elim (fun h => h.strictMono.2) (fun h => h.strictMono.1), h0⟩
```

Here $t=0$ is included, with the old levels as the roots. For other $t$ the interlacing supplies the strict order through `ShiftedUp.strictMono`. Since the degree is also $m+1$, the listed roots are all the roots, and each is simple.

## A coupling without real levels

```lean
/-- If `c + d u` is nonzero with the same sign at two levels `a ≠ b`, then for some real `t` the
pencil `(u - a) (u - b) + t (c + d u)` has no real root. -/
theorem two_level_sharp {a b c d : ℝ} (hab : a ≠ b) (h : 0 < (c + d * a) * (c + d * b)) :
    ∃ t : ℝ, ∀ u : ℝ, (u - a) * (u - b) + t * (c + d * u) ≠ 0 := by
  have hD : 0 < (a - b) ^ 2 := pow_pos (abs_pos.mpr (sub_ne_zero.mpr hab)) 2 |>.trans_eq (sq_abs _)
  have hS : d * (a + b) + 2 * c ≠ 0 := by
    intro h0
    nlinarith [sq_nonneg (d * (a - b)), congrArg (· ^ 2) h0]
  obtain ⟨t, ht⟩ : ∃ t, t * (d * (a + b) + 2 * c) = (a - b) ^ 2 :=
    ⟨(a - b) ^ 2 / (d * (a + b) + 2 * c), by field_simp⟩
  have ht0 : t ≠ 0 := by
    rintro rfl
    rw [zero_mul] at ht
    exact hD.ne ht
  refine ⟨t, fun u hu => ?_⟩
  -- a real root would make the discriminant `t² d² - (a - b)²` nonnegative
  have h1 : (a - b) ^ 2 ≤ t ^ 2 * d ^ 2 := by
    have e : (2 * u + t * d - a - b) ^ 2 = t ^ 2 * d ^ 2 - (a - b) ^ 2 := by
      linear_combination 4 * hu - 2 * ht
    linarith [sq_nonneg (2 * u + t * d - a - b)]
  have h2 := mul_le_mul_of_nonneg_left h1 hD.le
  have h3 : 0 < t ^ 2 * ((c + d * a) * (c + d * b)) := mul_pos (by positivity) h
  have h4 : t ^ 2 * (d * (a + b) + 2 * c) ^ 2 = (a - b) ^ 2 * (a - b) ^ 2 := by
    rw [← ht]; ring
  nlinarith [h2, h3, h4]

end RealRootedPencil
```

The number $S$ appears as `d * (a + b) + 2 * c`, and `t` is chosen so that $tS=(a-b)^2$. For a supposed real root $u$, completing the square gives
$$(2u+td-a-b)^2=t^2d^2-(a-b)^2,$$
so the right side is nonnegative, which is `h1`. Multiplying by $(a-b)^2$ and inserting $t^2S^2=(a-b)^4$ gives $t^2\bigl(S^2-d^2(a-b)^2\bigr)\le0$. But this quantity is $4t^2q(a)q(b)$, which is positive by `h3`.

The theorem concerns two levels and strictly equal signs. The borderline case, in which $q$ vanishes at a level, satisfies neither its hypothesis nor that of the pencil theorems.

```lean
#print axioms RealRootedPencil.pencil_real_rooted
#print axioms RealRootedPencil.two_level_sharp
```

```
'RealRootedPencil.pencil_real_rooted' depends on axioms: [propext, Classical.choice, Quot.sound]
'RealRootedPencil.two_level_sharp' depends on axioms: [propext, Classical.choice, Quot.sound]
```
